# The exponential of a non-zero nilpotent complex matrix is never normal

Let $T$ be a complex square matrix with $T^{N+1}=0$, and let

$$\Omega=\sum_{k=0}^{N}\frac{T^k}{k!}.$$

Then $\Omega^\dagger\Omega=\Omega\Omega^\dagger$ if and only if $T=0$. Since all later terms of the series vanish, $\Omega$ is the full exponential $e^T$.

In coupled-cluster theory, $\Omega$ is the wave operator that turns a reference determinant into the correlated state, and $T$ is the cluster operator, which only excites. On a finite set of determinants such a $T$ is nilpotent. Unitary and Hermitian matrices are both normal, so $\Omega$ is unitary only for $T=0$ and Hermitian only for $T=0$.

## What changes if $\Omega^\dagger$ replaces $e^{-T}$

The standard coupled-cluster equations are commonly written with the similarity-transformed Hamiltonian $e^{-T}He^{T}$. For a non-zero pure excitation operator on a finite set of determinants, $\Omega^\dagger$ differs from $\Omega^{-1}=e^{-T}$, so replacing one by the other changes the method. The transformation therefore carries no general guarantee of a Hermitian result, and a code that uses its left eigenvectors cannot in general take them to be the adjoints of the right ones.

Unitary coupled cluster exponentiates $T-T^\dagger$ instead. For $T\neq0$ this also de-excites, so it is not a pure excitation operator and there is no conflict.

## From excitation ranks to non-normality

**Nilpotency.** Let $r(i)$ be the excitation rank of determinant $i$, with $r(i)\le N$ for all $i$. A pure excitation operator has $T_{ij}\ne0$ only if $r(j)<r(i)$. By induction, $(T^k)_{ij}\neq0$ implies $r(j)+k\le r(i)$. For $k=0$ the matrix is the identity, so $i=j$. For the next power,

$$(T^{k+1})_{ij}=\sum_l (T^k)_{il}T_{lj},$$

and a non-zero term has $r(l)+k\le r(i)$ and $r(j)+1\le r(l)$, hence $r(j)+k+1\le r(i)$. A non-zero element of $T^{N+1}$ would need a rank of at least $N+1$, so $T^{N+1}=0$.

**Hermitian case.** Let $H^\dagger=H$ and $H^k=0$. Since $k<2^k$, also $H^{2^k}=0$. Whenever $H^{2^{m+1}}=0$, the matrix $A=H^{2^m}$ satisfies $A^\dagger A=A^2=0$. The diagonal elements $\sum_i|A_{ij}|^2$ then vanish, so $A=0$. Repeated halving of the exponent ends at $H=0$.

**Normal case.** Let $X^\dagger X=XX^\dagger$ and $X^k=0$. Then $(X^\dagger X)^k=(X^\dagger)^kX^k=0$. As $X^\dagger X$ is Hermitian, it is zero, and so $X=0$.

**Factorisation.** Adding the vanishing term of order $N+1$ to the series gives

$$\Omega=1+T(1+TV),\qquad V=\sum_{k=0}^{N-1}\frac{T^k}{(k+2)!},$$

where $V$ commutes with $T$ and is zero for $N=0$. Because $(TV)^{N+1}=T^{N+1}V^{N+1}=0$, the factor $1+TV$ has an inverse, given by a finite geometric series. If $\Omega=1$, then $T(1+TV)=0$, and multiplying by this inverse from the right gives $T=0$.

**Conclusion.** Put $X=\Omega-1=T(1+TV)$. The factors commute, so $X^{N+1}=0$. Expanding $\Omega=1+X$ gives

$$\Omega^\dagger\Omega-\Omega\Omega^\dagger=X^\dagger X-XX^\dagger.$$

If $\Omega$ is normal, $X$ is normal and nilpotent, hence zero. Then $\Omega=1$ and $T=0$. Conversely, $T=0$ gives $\Omega=1$, which is normal.

## Two levels with one amplitude

The smallest non-trivial case has one excitation, with amplitude $t$, and $N=1$:

$$\Omega=\begin{pmatrix}1&0\\t&1\end{pmatrix},\qquad
\Omega^\dagger\Omega-\Omega\Omega^\dagger=\begin{pmatrix}|t|^2&0\\0&-|t|^2\end{pmatrix}.$$

The defect is second order in $t$. In double precision with $|t|=10^{-9}$, $1+|t|^2$ rounds to $1$ and the computed defect is zero, although $t$ is not.

## The Lean source and its lemmas

`IsPureExcitation.pow_eq_zero` is the rank-counting induction; `omega` closes its inequalities. `hermitian_nilpotent_eq_zero` halves the exponent, and `normal_nilpotent_eq_zero` reduces the normal case to it. `finiteExp_factor` supplies $V$ by splitting off the first two terms of the sum, and `finiteExp_eq_one_iff` uses the invertibility of $1+TV$.

In `finiteExp_normal_iff`, `generalize` names the product $T(1+TV)$ as `X`, and `linear_combination` with `noncomm_ring` cancels the terms containing the identity. The last three theorems treat the unitary and Hermitian cases and the two-level example.

```lean
import Mathlib

open Matrix
open scoped ComplexOrder

namespace ClusterExponentialNormality

variable {n : Type*} [Fintype n] [DecidableEq n]

/-- The finite exponential of a complex square matrix `T`: the exponential series kept through order
`N`. -/
noncomputable def finiteExp (N : ℕ) (T : Matrix n n ℂ) : Matrix n n ℂ :=
  ∑ k ∈ Finset.range (N + 1), (k.factorial : ℂ)⁻¹ • T ^ k

/-- A pure excitation operator: its non-zero matrix elements lead only from a determinant `j`
to a determinant `i` of strictly higher excitation rank. -/
def IsPureExcitation {n : Type*} (rank : n → ℕ) (T : Matrix n n ℂ) : Prop :=
  ∀ i j, T i j ≠ 0 → rank j < rank i

/-- If no determinant has excitation rank above `N`, then `N + 1` successive applications of a
pure excitation operator give zero. -/
theorem IsPureExcitation.pow_eq_zero {rank : n → ℕ} {T : Matrix n n ℂ} {N : ℕ}
    (hT : IsPureExcitation rank T) (hN : ∀ i, rank i ≤ N) : T ^ (N + 1) = 0 := by
  -- each factor of `T` raises the rank by at least one
  have key : ∀ k : ℕ, ∀ i j, (T ^ k) i j ≠ 0 → rank j + k ≤ rank i := by
    intro k
    induction k with
    | zero =>
      intro i j h
      by_cases hij : i = j
      · rw [hij, add_zero]
      · exact absurd (by rw [pow_zero, Matrix.one_apply_ne hij]) h
    | succ k ih =>
      intro i j h
      rw [pow_succ, Matrix.mul_apply] at h
      obtain ⟨l, _, hl⟩ := Finset.exists_ne_zero_of_sum_ne_zero h
      have h1 := ih i l (left_ne_zero_of_mul hl)
      have h2 := hT l j (right_ne_zero_of_mul hl)
      omega
  ext i j
  by_contra h
  have h1 := key (N + 1) i j h
  have h2 := hN i
  omega

/-- A Hermitian matrix with a vanishing power is zero. -/
theorem hermitian_nilpotent_eq_zero {H : Matrix n n ℂ} (hH : H.IsHermitian) {k : ℕ}
    (hk : H ^ k = 0) : H = 0 := by
  -- halve the exponent repeatedly, using that `A† A = 0` forces `A = 0`
  have key : ∀ m : ℕ, H ^ (2 ^ m) = 0 → H = 0 := by
    intro m
    induction m with
    | zero => intro h; simpa using h
    | succ m ih =>
      intro h
      apply ih
      apply Matrix.conjTranspose_mul_self_eq_zero.mp
      rw [Matrix.conjTranspose_pow, hH.eq, ← pow_add, ← two_mul, ← pow_succ']
      exact h
  exact key k (pow_eq_zero_of_le (Nat.lt_two_pow_self).le hk)

/-- A normal matrix with a vanishing power is zero. -/
theorem normal_nilpotent_eq_zero {X : Matrix n n ℂ} (hX : Xᴴ * X = X * Xᴴ) {k : ℕ}
    (hk : X ^ k = 0) : X = 0 := by
  have hc : Commute Xᴴ X := hX
  have hp : (Xᴴ * X) ^ k = 0 := by rw [hc.mul_pow, hk, mul_zero]
  exact Matrix.conjTranspose_mul_self_eq_zero.mp
    (hermitian_nilpotent_eq_zero (Matrix.isHermitian_conjTranspose_mul_self X) hp)

/-- If `T ^ (N + 1) = 0`, the finite exponential is `1 + T (1 + T V)` for some `V` that
commutes with `T`. -/
theorem finiteExp_factor {T : Matrix n n ℂ} {N : ℕ} (hT : T ^ (N + 1) = 0) :
    ∃ V, Commute T V ∧ finiteExp N T = 1 + T * (1 + T * V) := by
  refine ⟨∑ k ∈ Finset.range N, ((k + 1 + 1).factorial : ℂ)⁻¹ • T ^ k, ?_, ?_⟩
  · exact Commute.sum_right _ _ _
      (fun k _ => ((Commute.refl T).pow_right k).smul_right _)
  · -- the next term of the series vanishes, so it may be added
    have h : finiteExp N T
        = ∑ k ∈ Finset.range (N + 1 + 1), (k.factorial : ℂ)⁻¹ • T ^ k := by
      rw [finiteExp, Finset.sum_range_succ _ (N + 1), hT, smul_zero, add_zero]
    have hs : T * (T * ∑ k ∈ Finset.range N, ((k + 1 + 1).factorial : ℂ)⁻¹ • T ^ k)
        = ∑ k ∈ Finset.range N, ((k + 1 + 1).factorial : ℂ)⁻¹ • T ^ (k + 1 + 1) := by
      rw [Finset.mul_sum, Finset.mul_sum]
      refine Finset.sum_congr rfl fun k _ => ?_
      rw [mul_smul_comm, mul_smul_comm, ← pow_succ', ← pow_succ']
    rw [h, Finset.sum_range_succ', Finset.sum_range_succ', mul_add, mul_one, hs]
    simp only [zero_add, Nat.factorial_zero, Nat.factorial_one, Nat.cast_one, inv_one,
      one_smul, pow_zero, pow_one]
    abel

/-- For a complex square matrix with `T ^ (N + 1) = 0`, `finiteExp N T` is the identity exactly when
`T` vanishes. -/
theorem finiteExp_eq_one_iff {T : Matrix n n ℂ} {N : ℕ} (hT : T ^ (N + 1) = 0) :
    finiteExp N T = 1 ↔ T = 0 := by
  obtain ⟨V, hc, hV⟩ := finiteExp_factor hT
  constructor
  · intro h
    have h0 : T * (1 + T * V) = 0 :=
      add_left_cancel (a := (1 : Matrix n n ℂ)) (by rw [add_zero]; exact hV.symm.trans h)
    -- `1 + T V` is invertible because `T V` is nilpotent
    have hnil : IsNilpotent (T * V) := ⟨N + 1, by rw [hc.mul_pow, hT, zero_mul]⟩
    obtain ⟨u, hu⟩ := hnil.isUnit_one_add
    calc T = T * (u : Matrix n n ℂ) * ((u⁻¹ : (Matrix n n ℂ)ˣ) : Matrix n n ℂ) :=
          (Units.mul_inv_cancel_right T u).symm
      _ = 0 := by rw [hu, h0, zero_mul]
  · intro h
    rw [hV, h, zero_mul, add_zero]

/-- For a complex square matrix with `T ^ (N + 1) = 0`, the finite exponential is a normal matrix if
and only if `T = 0`. -/
theorem finiteExp_normal_iff {T : Matrix n n ℂ} {N : ℕ} (hT : T ^ (N + 1) = 0) :
    (finiteExp N T)ᴴ * finiteExp N T = finiteExp N T * (finiteExp N T)ᴴ ↔ T = 0 := by
  constructor
  · intro h
    obtain ⟨V, hc, hV⟩ := finiteExp_factor hT
    have hcomm : Commute T (1 + T * V) :=
      (Commute.one_right T).add_right ((Commute.refl T).mul_right hc)
    have hX : (T * (1 + T * V)) ^ (N + 1) = 0 := by rw [hcomm.mul_pow, hT, zero_mul]
    generalize T * (1 + T * V) = X at hV hX
    -- subtracting the identity keeps normality and leaves a nilpotent matrix
    rw [hV, Matrix.conjTranspose_add, Matrix.conjTranspose_one] at h
    have hXn : Xᴴ * X = X * Xᴴ := by
      linear_combination (norm := noncomm_ring) h
    apply (finiteExp_eq_one_iff hT).mp
    rw [hV, normal_nilpotent_eq_zero hXn hX, add_zero]
  · intro h
    rw [(finiteExp_eq_one_iff hT).mpr h, Matrix.conjTranspose_one]

/-- Let `T` be a pure excitation operator on determinants of rank at most `N`. Its wave operator
is unitary only for `T = 0`, and Hermitian only for `T = 0`; for `T = 0` it is both. -/
theorem IsPureExcitation.unitary_iff_and_hermitian_iff {rank : n → ℕ} {T : Matrix n n ℂ}
    {N : ℕ} (hT : IsPureExcitation rank T) (hN : ∀ i, rank i ≤ N) :
    (finiteExp N T ∈ Matrix.unitaryGroup n ℂ ↔ T = 0) ∧
      ((finiteExp N T).IsHermitian ↔ T = 0) := by
  have hp := hT.pow_eq_zero hN
  refine ⟨⟨fun hu => ?_, fun h => ?_⟩, ⟨fun hh => ?_, fun h => ?_⟩⟩
  · exact (finiteExp_normal_iff hp).mp
      ((Matrix.mem_unitaryGroup_iff'.mp hu).trans (Matrix.mem_unitaryGroup_iff.mp hu).symm)
  · rw [(finiteExp_eq_one_iff hp).mpr h]
    exact one_mem _
  · exact (finiteExp_normal_iff hp).mp (by rw [hh.eq])
  · rw [(finiteExp_eq_one_iff hp).mpr h]
    exact Matrix.isHermitian_one

/-- The two-level operator with the single amplitude `t` from level 0 to level 1 is a pure
excitation operator, with the level number as rank. -/
theorem isPureExcitation_witness (t : ℂ) :
    IsPureExcitation (fun i : Fin 2 => (i : ℕ)) !![0, 0; t, 0] := by
  intro i j h
  fin_cases i <;> fin_cases j <;> simp_all

/-- For the two-level excitation with amplitude `t`, the wave operator `Ω` satisfies
`Ω† Ω - Ω Ω† = diag(|t|², -|t|²)`. -/
theorem twoLevel_normality_defect (t : ℂ) :
    (finiteExp 1 !![0, 0; t, 0])ᴴ * finiteExp 1 !![0, 0; t, 0]
      - finiteExp 1 !![0, 0; t, 0] * (finiteExp 1 !![0, 0; t, 0])ᴴ
      = !![(Complex.normSq t : ℂ), 0; 0, -(Complex.normSq t : ℂ)] := by
  have hΩ : finiteExp 1 !![0, 0; t, 0] = !![1, 0; t, 1] := by
    ext i j
    fin_cases i <;> fin_cases j <;> simp [finiteExp, Finset.sum_range_succ]
  have hΩ' : (!![1, 0; t, 1] : Matrix (Fin 2) (Fin 2) ℂ)ᴴ
      = !![1, (starRingEnd ℂ) t; 0, 1] := by
    ext i j
    fin_cases i <;> fin_cases j <;> simp [Matrix.conjTranspose_apply]
  rw [hΩ, hΩ']
  ext i j
  fin_cases i <;> fin_cases j <;>
    simp [Complex.normSq_eq_conj_mul_self]
  ring

end ClusterExponentialNormality
```

```lean
#print axioms ClusterExponentialNormality.normal_nilpotent_eq_zero
-- 'ClusterExponentialNormality.normal_nilpotent_eq_zero' depends on axioms: [propext, Classical.choice, Quot.sound]
#print axioms ClusterExponentialNormality.IsPureExcitation.unitary_iff_and_hermitian_iff
-- 'ClusterExponentialNormality.IsPureExcitation.unitary_iff_and_hermitian_iff' depends on axioms: [propext, Classical.choice, Quot.sound]
#print axioms ClusterExponentialNormality.twoLevel_normality_defect
-- 'ClusterExponentialNormality.twoLevel_normality_defect' depends on axioms: [propext, Classical.choice, Quot.sound]
```

## What the hypotheses mean for a determinant basis

The index type `n` is the finite set of determinants, and `finiteExp N T` is $\Omega$, defined as the finite sum. The superscript `ᴴ` is the conjugate transpose, which represents the physical adjoint in an orthonormal basis. Normality is written out as an equation, and unitarity is membership of `Matrix.unitaryGroup n ℂ`.

Two names need care. `rank` is the excitation rank of a determinant, not the rank of a matrix. `N` bounds the ranks of the determinants, not the excitation level kept in $T$: with singles and doubles only, `N` must still reach the highest rank in the determinant set.

`finiteExp_normal_iff` assumes `T ^ (N + 1) = 0`. For pure excitation operators this is derived from the bound on the ranks. Nilpotency with no link to $N$ would not suffice, since for $N=0$ the sum is $1$ whatever $T$ is.

The step left to the user is to show that a cluster operator built from creation and annihilation operators has, in an orthonormal determinant basis, a matrix satisfying `IsPureExcitation`. The theorems concern exact complex entries and finite matrices. They give no bound on rounding errors and, apart from the two-level formula, no size for the departure from normality.
